# An optimally mixed depth-one Anderson step multiplies the residual norm of a q-Lipschitz map, q < 1, by at most 2q/(1−q)

Let \(G\) be a map of a real inner product space into itself with \(\|G(u)-G(v)\|\le q\|u-v\|\) for all \(u,v\), where \(0\le q<1\), and let \(f(x)=G(x)-x\) be its residual. If the real number \(a\) minimises \(\|(1-a)f(x)+a f(x')\|\), then \(z=(1-a)G(x)+aG(x')\) satisfies

\[
\|f(z)\|\le \frac{2q}{1-q}\,\|f(x)\| .
\]

For \(q<1/3\) the step therefore lowers any nonzero residual. No smaller factor holds for all such maps and all pairs of points \(x,x'\) when \(0<q<1\).

In a self-consistent-field calculation that mixes densities, \(G\) takes an input density to an output density. Then \(z\) is the undamped Anderson update. Two-vector DIIS with the density residual as error vector gives the same \(z\) when it combines the output densities; DIIS that mixes Fock matrices and uses a commutator as error is a different scheme. The bound applies to one such update when \(G\) is defined on the whole vector space and is a contraction there, in the same inner-product norm that is used to fit \(a\). A contraction on physical densities alone is not enough, because an extrapolated density can be negative in places. Physically, the contraction condition means that any change of the input density, measured in this norm, comes back in the output at most \(q\) times as large, with one \(q<1\) for all changes.

The space `E` below may have any dimension and need not be complete. The existence of a fixed point is not assumed.

In Lean 4 with Mathlib:

```lean
import Mathlib

namespace AndersonDepthOne

noncomputable section

variable {E : Type*} [NormedAddCommGroup E] [InnerProductSpace ℝ E]
```

## Residual, mixing and step

The residual is output minus input, and it vanishes exactly at a fixed point.

```lean
/-- The fixed-point residual `f(x) = G(x) - x`. -/
def residual (G : E → E) (x : E) : E := G x - x
```

For two points \(x,x'\) and a real weight \(a\), write

\[
r_a=(1-a)f(x)+a f(x') .
\]

The weights sum to one, but \(a\) may be negative or larger than one.

```lean
/-- The residuals at two points, mixed with weights `1 - a` and `a`. -/
def mixedResidual (G : E → E) (x x' : E) (a : ℝ) : E :=
  (1 - a) • residual G x + a • residual G x'
```

The new iterate applies the same weights to the outputs of \(G\):

\[
z=(1-a)G(x)+aG(x') .
\]

```lean
/-- The depth-one Anderson iterate `(1 - a) G(x) + a G(x')`. -/
def andersonStep (G : E → E) (x x' : E) (a : ℝ) : E :=
  (1 - a) • G x + a • G x'
```

Optimal mixing means \(\|r_a\|\le\|r_b\|\) for every real \(b\). This is a property of a given \(a\), so it also makes sense when the minimiser is not unique. If \(x=x'\), for example, every \(a\) is optimal and \(z=G(x)\) is the plain fixed-point step.

```lean
/-- The mixing parameter `a` minimises the norm of the mixed residual. -/
def IsOptimalMixing (G : E → E) (x x' : E) (a : ℝ) : Prop :=
  ∀ b : ℝ, ‖mixedResidual G x x' a‖ ≤ ‖mixedResidual G x x' b‖
```

## Optimality as orthogonality

Put \(\Delta f=f(x')-f(x)\). Since \(r_b=r_a+(b-a)\Delta f\), expanding the square gives

\[
\|r_b\|^2=\|r_a\|^2+2(b-a)\langle r_a,\Delta f\rangle+(b-a)^2\|\Delta f\|^2 .
\]

In the proof, `module` checks the vector identity and `norm_add_sq_real` expands the norm.

```lean
/-- The squared norm of the mixed residual is a quadratic function of the mixing parameter,
expanded here about the value `a`. -/
theorem mixedResidual_sq (G : E → E) (x x' : E) (a b : ℝ) :
    ‖mixedResidual G x x' b‖ ^ 2 = ‖mixedResidual G x x' a‖ ^ 2
      + 2 * (b - a) * inner ℝ (mixedResidual G x x' a) (residual G x' - residual G x)
      + (b - a) ^ 2 * ‖residual G x' - residual G x‖ ^ 2 := by
  have h : mixedResidual G x x' b
      = mixedResidual G x x' a + (b - a) • (residual G x' - residual G x) := by
    unfold mixedResidual
    module
  rw [h, norm_add_sq_real, real_inner_smul_right, norm_smul, mul_pow, Real.norm_eq_abs, sq_abs]
  ring
```

If \(\langle r_a,\Delta f\rangle=0\), the expansion shows \(\|r_b\|\ge\|r_a\|\) for all \(b\), so \(a\) is optimal. Conversely, let \(a\) be optimal and write \(p=\langle r_a,\Delta f\rangle\), \(D=\|\Delta f\|^2\) and \(t=b-a\). Then \(2tp+t^2D\ge0\) for every \(t\). At \(t=-p/(D+1)\) the left side equals

\[
-\frac{p^2(D+2)}{(D+1)^2},
\]

which is negative unless \(p=0\). Using \(D+1\) in the denominator covers \(D=0\) without a separate case. This argument is the local statement `quad`.

```lean
/-- A mixing parameter is optimal exactly when the mixed residual is orthogonal to the
difference of the two residuals. -/
theorem isOptimalMixing_iff_orthogonal (G : E → E) (x x' : E) (a : ℝ) :
    IsOptimalMixing G x x' a ↔
      inner ℝ (mixedResidual G x x' a) (residual G x' - residual G x) = 0 := by
  -- a quadratic without constant term that is never negative has no linear term
  have quad : ∀ p D : ℝ, 0 ≤ D → (∀ t : ℝ, 0 ≤ 2 * t * p + t ^ 2 * D) → p = 0 := by
    intro p D hD h
    by_contra hp
    have h1 := h (-p / (D + 1))
    have hD1 : D + 1 ≠ 0 := by positivity
    have e : 2 * (-p / (D + 1)) * p + (-p / (D + 1)) ^ 2 * D
        = -(p ^ 2 * (D + 2) / (D + 1) ^ 2) := by
      field_simp
      ring
    have h2 : 0 < p ^ 2 * (D + 2) / (D + 1) ^ 2 := by positivity
    linarith
  constructor
  · intro h
    refine quad _ (‖residual G x' - residual G x‖ ^ 2) (sq_nonneg _) fun t => ?_
    have h1 := pow_le_pow_left₀ (norm_nonneg _) (h (a + t)) 2
    rw [mixedResidual_sq G x x' a (a + t), add_sub_cancel_left] at h1
    linarith
  · intro h b
    have h1 := mixedResidual_sq G x x' a b
    rw [h] at h1
    refine (sq_le_sq₀ (norm_nonneg _) (norm_nonneg _)).1 ?_
    have h2 : 0 ≤ (b - a) ^ 2 * ‖residual G x' - residual G x‖ ^ 2 := by positivity
    linarith
```

## The length of the extrapolation

The differences of inputs, outputs and residuals are related by

\[
x'-x=\bigl(G(x')-G(x)\bigr)-\Delta f .
\]

The triangle inequality and the Lipschitz bound give \(\|x'-x\|\le q\|x'-x\|+\|\Delta f\|\), that is,

\[
(1-q)\|x'-x\|\le\|\Delta f\| .
\]

Only the norm is used here, so the inner product is omitted from the assumptions.

```lean
omit [InnerProductSpace ℝ E] in
/-- For a `q`-Lipschitz map, the residuals at two points differ by at least `1 - q` times
the distance between the points. -/
theorem residual_gap {G : E → E} {q : ℝ} (hG : ∀ u v, ‖G u - G v‖ ≤ q * ‖u - v‖) (x x' : E) :
    (1 - q) * ‖x' - x‖ ≤ ‖residual G x' - residual G x‖ := by
  have e : x' - x = (G x' - G x) - (residual G x' - residual G x) := by
    unfold residual
    abel
  have h1 := norm_sub_le (G x' - G x) (residual G x' - residual G x)
  rw [← e] at h1
  linarith [hG x' x]
```

For distinct points this makes \(\Delta f\) nonzero. Orthogonality then reads \(\langle f(x),\Delta f\rangle+a\|\Delta f\|^2=0\), whose only solution is the familiar least-squares coefficient

\[
a=-\frac{\langle f(x),\Delta f\rangle}{\|\Delta f\|^2}.
\]

The equivalence below gives both that this value is optimal and that no other value is. It is the one result here that needs \(x\ne x'\).

```lean
/-- At two distinct points of a contraction the optimal mixing parameter is unique and given
by the least-squares formula. -/
theorem isOptimalMixing_iff_formula {G : E → E} {q : ℝ} (hq1 : q < 1)
    (hG : ∀ u v, ‖G u - G v‖ ≤ q * ‖u - v‖) {x x' : E} (hx : x ≠ x') (a : ℝ) :
    IsOptimalMixing G x x' a ↔
      a = -inner ℝ (residual G x) (residual G x' - residual G x)
        / ‖residual G x' - residual G x‖ ^ 2 := by
  have hpos : 0 < ‖residual G x' - residual G x‖ :=
    lt_of_lt_of_le (mul_pos (by linarith) (norm_pos_iff.2 (sub_ne_zero.2 hx.symm)))
      (residual_gap hG x x')
  have hm : mixedResidual G x x' a
      = residual G x + a • (residual G x' - residual G x) := by
    unfold mixedResidual
    module
  rw [isOptimalMixing_iff_orthogonal, hm, inner_add_left, real_inner_smul_left,
    real_inner_self_eq_norm_sq, eq_div_iff (pow_pos hpos 2).ne']
  constructor <;> intro h <;> linarith
```

Now take \(b=0\) in the quadratic expansion. Since \(r_0=f(x)\) and the linear term vanishes at the optimum,

\[
\|f(x)\|^2=\|r_a\|^2+a^2\|\Delta f\|^2 ,
\]

so \(|a|\,\|\Delta f\|\le\|f(x)\|\). Combined with the lower bound on \(\|\Delta f\|\), this gives

\[
|a|\,\|x'-x\|\le\frac{\|f(x)\|}{1-q}.
\]

The coefficient itself may be large when the two points are close, but its product with their distance stays controlled. In the code, `h2` is the Pythagorean estimate and `h3` is the lower bound multiplied by \(|a|\).

```lean
/-- With optimal mixing, the extrapolation length `|a| ‖x' - x‖` is at most the residual norm
at `x` divided by `1 - q`. -/
theorem extrapolation_le {G : E → E} {q : ℝ} (hq1 : q < 1)
    (hG : ∀ u v, ‖G u - G v‖ ≤ q * ‖u - v‖) {x x' : E} {a : ℝ}
    (ha : IsOptimalMixing G x x' a) :
    |a| * ‖x' - x‖ ≤ ‖residual G x‖ / (1 - q) := by
  -- Pythagoras: the removed part of the residual is no longer than the residual
  have h1 := mixedResidual_sq G x x' a 0
  have h0 : mixedResidual G x x' 0 = residual G x := by simp [mixedResidual]
  rw [(isOptimalMixing_iff_orthogonal G x x' a).1 ha, h0] at h1
  have h2 : |a| * ‖residual G x' - residual G x‖ ≤ ‖residual G x‖ := by
    refine (sq_le_sq₀ (by positivity) (norm_nonneg _)).1 ?_
    rw [mul_pow, sq_abs]
    linarith [sq_nonneg ‖mixedResidual G x x' a‖]
  have h3 := mul_le_mul_of_nonneg_left (residual_gap hG x x') (abs_nonneg a)
  rw [le_div_iff₀ (by linarith)]
  linarith
```

## The residual after the step

Write \(\Delta G=G(x')-G(x)\). From \(z=G(x)+a\,\Delta G\) follow the two identities

\[
f(z)=G(z)-G(x)-a\,\Delta G,\qquad z-x=f(x)+a\,\Delta G .
\]

The extrapolation bound gives

\[
\|a\,\Delta G\|\le q|a|\,\|x'-x\|\le\frac{q}{1-q}\|f(x)\| .
\]

Applying the Lipschitz bound to the pair \(z,x\) then yields

\[
\begin{aligned}
\|f(z)\|&\le q\|z-x\|+\|a\,\Delta G\|\\
&\le q\left(1+\frac{q}{1-q}\right)\|f(x)\|+\frac{q}{1-q}\|f(x)\|
=\frac{2q}{1-q}\|f(x)\| .
\end{aligned}
\]

The identities are `hz` and `hzx`, the estimates of \(a\,\Delta G\) are `h3` and `h4`, and `h5` bounds \(\|G(z)-G(x)\|\). Because \(z\) can lie far from both \(x\) and \(x'\), the Lipschitz condition is assumed on the whole space and not only near the two starting points.

In the limiting case \(q=0\), \(G\) is constant, \(z\) equals that constant, and both sides of the bound are zero.

```lean
/-- One depth-one Anderson step with optimal mixing multiplies the residual norm of a
`q`-Lipschitz map by at most `2q/(1-q)`. -/
theorem anderson_residual_le {G : E → E} {q : ℝ} (hq : 0 ≤ q) (hq1 : q < 1)
    (hG : ∀ u v, ‖G u - G v‖ ≤ q * ‖u - v‖) {x x' : E} {a : ℝ}
    (ha : IsOptimalMixing G x x' a) :
    ‖residual G (andersonStep G x x' a)‖ ≤ 2 * q / (1 - q) * ‖residual G x‖ := by
  have hT := extrapolation_le hq1 hG ha
  have hz : residual G (andersonStep G x x' a)
      = (G (andersonStep G x x' a) - G x) - a • (G x' - G x) := by
    unfold residual andersonStep
    module
  have hzx : andersonStep G x x' a - x = residual G x + a • (G x' - G x) := by
    unfold residual andersonStep
    module
  have h1 := norm_sub_le (G (andersonStep G x x' a) - G x) (a • (G x' - G x))
  rw [← hz] at h1
  have h2 := norm_add_le (residual G x) (a • (G x' - G x))
  rw [← hzx] at h2
  have h3 : ‖a • (G x' - G x)‖ ≤ q * (|a| * ‖x' - x‖) := by
    rw [norm_smul, Real.norm_eq_abs]
    linarith [mul_le_mul_of_nonneg_left (hG x' x) (abs_nonneg a)]
  -- insert the bound on the extrapolation length
  have h4 := h3.trans (mul_le_mul_of_nonneg_left hT hq)
  have h5 := (hG (andersonStep G x x' a) x).trans
    (mul_le_mul_of_nonneg_left (h2.trans (add_le_add le_rfl h4)) hq)
  have hne : 1 - q ≠ 0 := by linarith
  have e : q * (‖residual G x‖ + q * (‖residual G x‖ / (1 - q)))
      + q * (‖residual G x‖ / (1 - q)) = 2 * q / (1 - q) * ‖residual G x‖ := by
    field_simp
    ring
  linarith
```

A weaker factor, \((3q-q^2)/(1-q)\), follows at once, because it exceeds \(2q/(1-q)\) by exactly \(q\). It is below one only for \(q<2-\sqrt3\approx0.268\), a smaller range than \(q<1/3\).

```lean
/-- The residual norm also obeys the weaker bound with the factor `(3q - q²)/(1-q)`. -/
theorem anderson_residual_le_weak {G : E → E} {q : ℝ} (hq : 0 ≤ q) (hq1 : q < 1)
    (hG : ∀ u v, ‖G u - G v‖ ≤ q * ‖u - v‖) {x x' : E} {a : ℝ}
    (ha : IsOptimalMixing G x x' a) :
    ‖residual G (andersonStep G x x' a)‖ ≤ (3 * q - q ^ 2) / (1 - q) * ‖residual G x‖ := by
  refine (anderson_residual_le hq hq1 hG ha).trans ?_
  have h : 0 < 1 - q := by linarith
  have h2 : 2 * q ≤ 3 * q - q ^ 2 := by nlinarith
  gcongr
```

For \(q<1/3\) we have \(2q<1-q\), so the sharper factor is below one. If \(x\) is not a fixed point, then \(\|f(x)\|>0\) and the decrease is strict.

```lean
/-- If `q < 1/3`, an optimally mixed step from a point that is not a fixed point strictly
lowers the residual norm. -/
theorem anderson_residual_lt {G : E → E} {q : ℝ} (hq : 0 ≤ q) (hq3 : q < 1 / 3)
    (hG : ∀ u v, ‖G u - G v‖ ≤ q * ‖u - v‖) {x x' : E} {a : ℝ}
    (ha : IsOptimalMixing G x x' a) (hx : G x ≠ x) :
    ‖residual G (andersonStep G x x' a)‖ < ‖residual G x‖ := by
  have hpos : 0 < ‖residual G x‖ := norm_pos_iff.2 (sub_ne_zero.2 hx)
  have hc : 2 * q / (1 - q) < 1 := by
    rw [div_lt_one (by linarith)]
    linarith
  have h := anderson_residual_le hq (by linarith) hG ha
  nlinarith
```

## A tent map that approaches the bound

To see that the factor is the best possible, take the real line and, for \(d>0\), the function

\[
G(y)=1+q\bigl(d-|y-d|\bigr).
\]

It rises with slope \(q\) up to \(y=d\) and falls with slope \(-q\) afterwards. Both starting points, \(0\) and \(d\), lie on the rising side (\(d\) at its end), while for small \(d\) the extrapolated point lands on the falling side.

```lean
/-- A tent-shaped map on the real line with slopes `q` and `-q` and its kink at `d`. -/
def tentMap (q d y : ℝ) : ℝ := 1 + q * (d - |y - d|)
```

With \(q=1/2\) and \(d=1/10\), the outputs are \(G(0)=1\) and \(G(0.1)=1.05\), so the residuals are \(1\) and \(0.95\). The mixed residual \(1-0.05a\) vanishes at \(a=20\), which gives

\[
z=-19\cdot1+20\cdot1.05=2 .
\]

Then \(G(2)=1+\tfrac12(0.1-1.9)=0.1\) and \(f(2)=-1.9\). The residual has grown by a factor \(1.9\), just under the bound \(2q/(1-q)=2\), although \(G\) is a contraction and the mixed residual was zero.

For general \(0<q<1\), the residuals are \(f(0)=1\) and \(f(d)=1-(1-q)d\). Hence \(a=1/((1-q)d)\) makes the mixed residual zero, and \(z=1/(1-q)\). If \(d\le z\), then

\[
f(z)=-\left(\frac{2q}{1-q}-2qd\right).
\]

As \(d\to0\), the size of this residual tends to \(2q/(1-q)\). Given any \(C<2q/(1-q)\), it is enough to require also

\[
d\le\frac{1}{4q}\left(\frac{2q}{1-q}-C\right),
\]

since the loss \(2qd\) is then at most half the gap between \(C\) and the bound. The proof takes \(d\) to be the smaller of the two limits. It obtains the Lipschitz property from the reverse triangle inequality, and optimality from the fact that no norm is below zero.

For \(1/3<q<1\), the choice \(C=1\) is allowed, so for each such \(q\) there is a contraction on the real line for which one optimally mixed step increases the residual. The counterexample concerns a single step from two freely chosen points, whereas a run usually starts with \(x'=G(x)\); it does not show that repeated Anderson steps diverge.

```lean
/-- No factor `C` below `2q/(1-q)` bounds the residual growth: some tent map, started from the
points `0` and `d`, exceeds it in one optimally mixed step. -/
theorem anderson_constant_sharp {q C : ℝ} (hq : 0 < q) (hq1 : q < 1)
    (hC : C < 2 * q / (1 - q)) :
    ∃ d a : ℝ, 0 < d ∧ (∀ u v, ‖tentMap q d u - tentMap q d v‖ ≤ q * ‖u - v‖) ∧
      IsOptimalMixing (tentMap q d) 0 d a ∧
      C * ‖residual (tentMap q d) 0‖
        < ‖residual (tentMap q d) (andersonStep (tentMap q d) 0 d a)‖ := by
  have h1 : 0 < 1 - q := by linarith
  have hne : 1 - q ≠ 0 := h1.ne'
  -- a kink close enough to the starting point
  obtain ⟨d, hd, hdz, hdC⟩ : ∃ d : ℝ, 0 < d ∧ d ≤ 1 / (1 - q) ∧
      d ≤ (2 * q / (1 - q) - C) / (4 * q) :=
    ⟨min (1 / (1 - q)) ((2 * q / (1 - q) - C) / (4 * q)),
      lt_min (by positivity) (div_pos (by linarith) (by linarith)),
      min_le_left _ _, min_le_right _ _⟩
  rw [le_div_iff₀ (by linarith)] at hdC
  have hdne : d ≠ 0 := hd.ne'
  have t0 : tentMap q d 0 = 1 := by simp [tentMap, abs_of_pos hd]
  have td : tentMap q d d = 1 + q * d := by simp [tentMap]
  have hstep : andersonStep (tentMap q d) 0 d (1 / ((1 - q) * d)) = 1 / (1 - q) := by
    simp only [andersonStep, t0, td, smul_eq_mul]
    field_simp
    ring
  refine ⟨d, 1 / ((1 - q) * d), hd, ?_, ?_, ?_⟩
  · intro u v
    have h := abs_norm_sub_norm_le (v - d) (u - d)
    simp only [Real.norm_eq_abs] at h ⊢
    have e : tentMap q d u - tentMap q d v = q * (|v - d| - |u - d|) := by
      unfold tentMap
      ring
    have e2 : v - d - (u - d) = v - u := by ring
    rw [e2] at h
    rw [e, abs_mul, abs_of_pos hq, abs_sub_comm u v]
    exact mul_le_mul_of_nonneg_left h hq.le
  · -- the mixed residual vanishes, so it is minimal
    have hm : mixedResidual (tentMap q d) 0 d (1 / ((1 - q) * d)) = 0 := by
      simp only [mixedResidual, residual, t0, td, smul_eq_mul]
      field_simp
      ring
    intro b
    rw [hm, norm_zero]
    exact norm_nonneg _
  · have hr0 : residual (tentMap q d) 0 = 1 := by simp [residual, t0]
    have hrz : residual (tentMap q d) (1 / (1 - q)) = -(2 * q / (1 - q) - 2 * q * d) := by
      unfold residual tentMap
      rw [abs_of_nonneg (sub_nonneg.2 hdz)]
      field_simp
      ring
    rw [hstep, hr0, hrz, norm_neg, norm_one, mul_one, Real.norm_eq_abs]
    refine lt_of_lt_of_le ?_ (le_abs_self _)
    linarith

end

end AndersonDepthOne
```

```lean
#print axioms AndersonDepthOne.anderson_residual_le
#print axioms AndersonDepthOne.anderson_residual_le_weak
#print axioms AndersonDepthOne.anderson_residual_lt
#print axioms AndersonDepthOne.anderson_constant_sharp
```

```
'AndersonDepthOne.anderson_residual_le' depends on axioms: [propext, Classical.choice, Quot.sound]
'AndersonDepthOne.anderson_residual_le_weak' depends on axioms: [propext, Classical.choice, Quot.sound]
'AndersonDepthOne.anderson_residual_lt' depends on axioms: [propext, Classical.choice, Quot.sound]
'AndersonDepthOne.anderson_constant_sharp' depends on axioms: [propext, Classical.choice, Quot.sound]
```
